# A polynomial superpotential on the line has a normalisable zero mode exactly when its degree is odd

Two supersymmetric partner Hamiltonians have the same positive energy levels, but one of them may have an unpaired level at zero energy. For one particle on the line with a real polynomial superpotential $W$, the degree of $W$ settles whether this happens.

In units $\hbar=2m=1$ the partners are $-d^2/dx^2+W^2\mp W'$. They factorise through $d/dx+W$ and its adjoint, so a zero-energy state $\psi$ solves $\psi'=-W\psi$ or $\psi'=W\psi$. The theorems concern these first-order equations; that the ground-state energy is strictly positive when no zero mode exists is a further spectral statement, which holds for nonconstant $W$.

## The equation holds at every point

Physically, there is no point defect at which $\psi$ may jump. Let $F(x)=\int_0^x W(t)\,dt$ be the prepotential. Then

$$(\psi e^{F})'=(-W\psi+W\psi)e^{F}=0,$$

so $\psi(x)=\psi(0)e^{-F(x)}$ on the whole line.

If the equation could fail at one point, the result would be false. For $W=x^2$, the function equal to $e^{-x^3/3}$ for $x>0$ and to $0$ for $x\le 0$ is square integrable and solves the equation everywhere except at the origin.

In Lean, `W : ℝ[X]` is the polynomial, `W.eval x` its value, and `ψ : ℝ → ℂ` the wave function. `InKernel W ψ` requires the derivative at every `x` and the integrability of $|\psi|^2$. The partner sector is `InKernel (-W) ψ`.

```lean
import Mathlib

open Polynomial MeasureTheory

namespace BrokenSupersymmetry

/-- The prepotential: the integral of the superpotential `W` from `0` to `x`. -/
noncomputable def prepotential (W : ℝ[X]) (x : ℝ) : ℝ := ∫ t in (0 : ℝ)..x, W.eval t

/-- The wave function `ψ` is square integrable and is annihilated by `d/dx + W`.
The partner operator `d/dx - W` is obtained by replacing `W` with `-W`. -/
def InKernel (W : ℝ[X]) (ψ : ℝ → ℂ) : Prop :=
  (∀ x, HasDerivAt ψ (-((W.eval x : ℝ) : ℂ) * ψ x) x) ∧ Integrable (fun x => ‖ψ x‖ ^ 2)

/-- The derivative of the prepotential is the superpotential. -/
theorem hasDerivAt_prepotential (W : ℝ[X]) (x : ℝ) :
    HasDerivAt (prepotential W) (W.eval x) x :=
  (W.continuous.integral_hasStrictDerivAt 0 x).hasDerivAt
```

## The superpotential is a polynomial

A polynomial has a definite sign far out on each side, fixed by its leading coefficient $a$ and degree $n$. `tail_nonneg` states this on the right, treating constants separately because they do not tend to infinity. `leadingCoeff_reflect` carries it to the left: $W(-x)$ has leading coefficient $a(-1)^n$.

For general functions, the signs at the two ends are not enough. With $W=x/(4(1+x^2))$ the signs are those of an odd polynomial with $a>0$, yet $e^{-2F}=(1+x^2)^{-1/4}$ is not integrable.

```lean
/-- A polynomial with nonnegative leading coefficient is nonnegative far to the right. -/
theorem tail_nonneg (P : ℝ[X]) (h : 0 ≤ P.leadingCoeff) : ∃ R, ∀ x ≥ R, 0 ≤ P.eval x := by
  rcases Nat.eq_zero_or_pos P.natDegree with h0 | h0
  · refine ⟨0, fun x _ => ?_⟩
    rw [leadingCoeff, h0] at h
    rw [eq_C_of_natDegree_eq_zero h0, eval_C]
    exact h
  · exact Filter.eventually_atTop.mp ((P.tendsto_atTop_of_leadingCoeff_nonneg
      (natDegree_pos_iff_degree_pos.mp h0) h).eventually_ge_atTop 0)

/-- Reflecting the line multiplies the leading coefficient by the parity of the degree. -/
theorem leadingCoeff_reflect (W : ℝ[X]) :
    (W.comp (-X)).leadingCoeff = W.leadingCoeff * (-1) ^ W.natDegree := by
  have hX : (-X : ℝ[X]).natDegree ≠ 0 := by simp [natDegree_neg]
  rw [leadingCoeff_comp hX, leadingCoeff_neg, leadingCoeff_X]
```

## The wave function is square integrable

This is the bound-state condition. Without it, $e^{-F}$ is a nonzero solution for every $W$.

Suppose $W\le 0$ for $x\ge R$, and $\psi(x_0)\ne 0$ for some $x_0$. Then $F$ does not increase beyond $R$, so for $x\ge R$

$$|\psi(x)|=|\psi(x_0)|e^{F(x_0)-F(x)}\ge|\psi(x_0)|e^{F(x_0)-F(R)}=\delta>0,$$

and $\int|\psi|^2$ diverges.

In the proof, `hu` is the conservation of $\psi e^F$ and `hF` the monotonicity of $F$. Integrability enters through `measure_norm_ge_lt_top`: the set where $|\psi|^2\ge\delta^2$ must have finite length, but it contains $[R,\infty)$.

```lean
/-- If `W ≤ 0` on a right half-line, the only square-integrable solution of
`ψ' = -W ψ` is zero. -/
theorem eq_zero_of_tail {W : ℝ[X]} {ψ : ℝ → ℂ} (hψ : InKernel W ψ) {R : ℝ}
    (hR : ∀ x ≥ R, W.eval x ≤ 0) : ψ = 0 := by
  -- the product of ψ and exp F is conserved along the line
  have hu : ∀ x, HasDerivAt
      (fun y => ψ y * ((Real.exp (prepotential W y) : ℝ) : ℂ)) 0 x := by
    intro x
    have h1 := ((hasDerivAt_prepotential W x).exp).ofReal_comp
    refine ((hψ.1 x).fun_mul h1).congr_deriv ?_
    push_cast
    ring
  have hF : AntitoneOn (prepotential W) (Set.Ici R) := by
    refine antitoneOn_of_deriv_nonpos (convex_Ici R)
      (fun x _ => (hasDerivAt_prepotential W x).continuousAt.continuousWithinAt)
      (fun x _ => (hasDerivAt_prepotential W x).differentiableAt.differentiableWithinAt) ?_
    intro x hx
    rw [(hasDerivAt_prepotential W x).deriv]
    exact hR x (interior_subset hx)
  funext x₀
  by_contra hx₀
  have hpos : 0 < ‖ψ x₀‖ := norm_pos_iff.mpr hx₀
  -- hence |ψ| is bounded below by a positive δ on the tail
  obtain ⟨δ, hδ, hδR⟩ : ∃ δ : ℝ, 0 < δ ∧ ∀ x ≥ R, δ ≤ ‖ψ x‖ := by
    refine ⟨‖ψ x₀‖ * Real.exp (prepotential W x₀) / Real.exp (prepotential W R),
      by positivity, fun x hx => ?_⟩
    have hc := congrArg norm (is_const_of_deriv_eq_zero
      (fun y => (hu y).differentiableAt) (fun y => (hu y).deriv) x x₀)
    simp only [norm_mul, Complex.norm_real, Real.norm_eq_abs, Real.abs_exp] at hc
    rw [div_le_iff₀ (Real.exp_pos _), ← hc]
    exact mul_le_mul_of_nonneg_left
      (Real.exp_le_exp.mpr (hF Set.self_mem_Ici hx hx)) (norm_nonneg _)
  have hfin := hψ.2.measure_norm_ge_lt_top (ε := δ ^ 2) (by positivity)
  have hsub : Set.Ici R ⊆ {x | δ ^ 2 ≤ ‖‖ψ x‖ ^ 2‖} := by
    intro x hx
    have h1 := hδR x hx
    rw [Set.mem_ofPred_eq, Real.norm_of_nonneg (by positivity)]
    gcongr
  have hle := measure_mono (μ := volume) hsub
  rw [Real.volume_Ici] at hle
  exact absurd hfin (not_lt_of_ge hle)
```

## The degree is even

Now $W$ has the same sign at both ends, or is identically zero, so $e^{-F}$ fails to decay on at least one side.

If $a\le 0$, then $W\le 0$ far to the right and the previous argument applies. If $a\ge 0$, put $\varphi(x)=\psi(-x)$. Then

$$\varphi'(x)=-\psi'(-x)=W(-x)\varphi(x),$$

so $\varphi$ is a zero mode for the superpotential $-W(-x)$. Its leading coefficient is $-a(-1)^n=-a\le 0$, and the same argument gives $\varphi=0$. The other sector follows because $-W$ has the same degree.

The sign in this reflection matters. If $\varphi$ is assigned to $W(-x)$, then for $W=x^2$ the reflected equation is the original one, and no contradiction appears.

`InKernel.reflect` is the reflection, and `key` in the next theorem makes the case split on $a$. `natDegree` gives the zero polynomial degree $0$, so $W=0$ is included; its solutions are constants, which are not normalisable. Without evenness the conclusion fails: $W=x$ has the Gaussian $e^{-x^2/2}$.

```lean
/-- Reflection `x ↦ -x` turns a zero mode of `W(x)` into a zero mode of `-W(-x)`. -/
theorem InKernel.reflect {W : ℝ[X]} {ψ : ℝ → ℂ} (hψ : InKernel W ψ) :
    InKernel (-(W.comp (-X))) (fun x => ψ (-x)) := by
  refine ⟨fun x => ?_, hψ.2.comp_neg⟩
  have h2 : HasDerivAt (fun y : ℝ => -y) (-1) x := hasDerivAt_neg x
  refine (HasDerivAt.scomp x (hψ.1 (-x)) h2).congr_deriv ?_
  simp [eval_comp]

/-- For a polynomial superpotential of even degree, every square-integrable solution of `ψ' = -W ψ`
or of `ψ' = W ψ` vanishes. -/
theorem no_zero_mode_of_even {W : ℝ[X]} (hW : Even W.natDegree) {ψ : ℝ → ℂ}
    (h : InKernel W ψ ∨ InKernel (-W) ψ) : ψ = 0 := by
  have key : ∀ V : ℝ[X], Even V.natDegree → InKernel V ψ → ψ = 0 := by
    intro V hV hψ
    rcases le_total V.leadingCoeff 0 with hl | hl
    · obtain ⟨R, hR⟩ := tail_nonneg (-V) (by rw [leadingCoeff_neg]; linarith)
      refine eq_zero_of_tail hψ (R := R) fun x hx => ?_
      have h1 := hR x hx
      rw [eval_neg] at h1
      linarith
    · -- the obstruction sits on the left: reflect the line
      obtain ⟨R, hR⟩ := tail_nonneg (V.comp (-X))
        (by rw [leadingCoeff_reflect, hV.neg_one_pow, mul_one]; exact hl)
      have h0 := eq_zero_of_tail hψ.reflect (R := R) fun x hx => by
        have h1 := hR x hx
        rw [eval_neg]
        linarith
      funext x
      simpa using congrFun h0 (-x)
  rcases h with h | h
  · exact key W hW h
  · exact key (-W) (by rwa [natDegree_neg]) h
```

## The degree is odd and the leading coefficient positive

Here $W$ pushes $F$ upwards at both ends. Once $W\ge 1$ on the right, $F(x)-x$ no longer decreases, and it is bounded on the remaining compact interval; hence $x\le F(x)+C_1$ for $x\ge 0$. The function $F(-x)$ has derivative $-W(-x)$, with leading coefficient $-a(-1)^n=a>0$, so the same holds on the left with a constant $C_2$. With $C=\max(C_1,C_2)$, $|x|\le F(x)+C$ everywhere. Since $1+|x|\le e^{|x|}$,

$$e^{-F}(1+|x|)\le e^{C},\qquad e^{-2F}\le\frac{e^{2C}}{(1+|x|)^2}\le\frac{e^{2C}}{1+x^2}.$$

`linear_growth` supplies the one-sided bound, `hgrow` joins the two sides, and `mono'` makes the comparison. The zero mode is left unnormalised, with value $1$ at the origin.

If the leading coefficient is negative, $e^{-F}$ grows, as $e^{x^2/2}$ does for $W=-x$, and the normalisable mode is $e^{F}$ in the partner sector.

```lean
/-- A function whose derivative is a nonconstant polynomial with nonnegative leading
coefficient grows at least linearly to the right. -/
theorem linear_growth {G : ℝ → ℝ} {P : ℝ[X]} (hG : ∀ x, HasDerivAt G (P.eval x) x)
    (hd : 0 < P.natDegree) (hl : 0 ≤ P.leadingCoeff) : ∃ C, ∀ x ≥ 0, x ≤ G x + C := by
  obtain ⟨R, hR⟩ := Filter.eventually_atTop.mp ((P.tendsto_atTop_of_leadingCoeff_nonneg
    (natDegree_pos_iff_degree_pos.mp hd) hl).eventually_ge_atTop 1)
  have hD : ∀ x, HasDerivAt (fun y => G y - y) (P.eval x - 1) x :=
    fun x => (hG x).fun_sub (hasDerivAt_id' x)
  have hmono : MonotoneOn (fun y => G y - y) (Set.Ici R) := by
    refine monotoneOn_of_deriv_nonneg (convex_Ici R)
      (fun x _ => (hD x).continuousAt.continuousWithinAt)
      (fun x _ => (hD x).differentiableAt.differentiableWithinAt) ?_
    intro x hx
    rw [(hD x).deriv]
    have h1 := hR x (interior_subset hx)
    linarith
  obtain ⟨B, hB⟩ := (isCompact_Icc (a := (0 : ℝ)) (b := R)).exists_bound_of_continuousOn
    (f := fun y => G y - y) (fun x _ => (hD x).continuousAt.continuousWithinAt)
  refine ⟨|B| + |G R - R|, fun x hx => ?_⟩
  have hB0 := abs_nonneg B
  have hR0 := abs_nonneg (G R - R)
  rcases le_total x R with h | h
  · have h1 := hB x ⟨hx, h⟩
    rw [Real.norm_eq_abs] at h1
    linarith [neg_abs_le (G x - x), le_abs_self B]
  · have h1 : G R - R ≤ G x - x := hmono Set.self_mem_Ici h h
    linarith [neg_abs_le (G R - R)]

/-- For odd degree and positive leading coefficient, `exp(-∫W)` is square integrable and
is annihilated by `d/dx + W`. -/
theorem zero_mode_of_odd {W : ℝ[X]} (hW : Odd W.natDegree) (hl : 0 < W.leadingCoeff) :
    InKernel W (fun x => ((Real.exp (-prepotential W x) : ℝ) : ℂ)) := by
  have hF := hasDerivAt_prepotential W
  refine ⟨fun x => ?_, ?_⟩
  · refine ((hF x).fun_neg.exp).ofReal_comp.congr_deriv ?_
    push_cast
    ring
  -- linear growth of the prepotential on both sides
  obtain ⟨C₁, h₁⟩ := linear_growth hF hW.pos hl.le
  obtain ⟨C₂, h₂⟩ := linear_growth (G := fun x => prepotential W (-x))
    (P := -(W.comp (-X)))
    (fun x => by
      have h2 : HasDerivAt (fun y : ℝ => -y) (-1) x := hasDerivAt_neg x
      refine (HasDerivAt.scomp x (hF (-x)) h2).congr_deriv ?_
      simp [eval_comp])
    (by rw [natDegree_neg, natDegree_comp, natDegree_neg, natDegree_X, mul_one]
        exact hW.pos)
    (by rw [leadingCoeff_neg, leadingCoeff_reflect, hW.neg_one_pow]; linarith)
  have hgrow : ∀ x, |x| ≤ prepotential W x + max C₁ C₂ := by
    intro x
    rcases le_total 0 x with h | h
    · rw [abs_of_nonneg h]
      linarith [h₁ x h, le_max_left C₁ C₂]
    · rw [abs_of_nonpos h]
      have h3 := h₂ (-x) (by linarith)
      simp only [neg_neg] at h3
      linarith [le_max_right C₁ C₂]
  have hcont : Continuous (prepotential W) :=
    continuous_iff_continuousAt.mpr fun x => (hF x).continuousAt
  -- comparison with the integrable function 1 / (1 + x²)
  refine (integrable_inv_one_add_sq.const_mul (Real.exp (max C₁ C₂) ^ 2)).mono'
    (Continuous.aestronglyMeasurable (by fun_prop)) (Filter.Eventually.of_forall fun x => ?_)
  rw [Real.norm_of_nonneg (by positivity), Complex.norm_real, Real.norm_eq_abs,
    Real.abs_exp, ← div_eq_mul_inv, le_div_iff₀ (by positivity)]
  have h4 : Real.exp (-prepotential W x) * (1 + |x|) ≤ Real.exp (max C₁ C₂) := by
    calc Real.exp (-prepotential W x) * (1 + |x|)
        ≤ Real.exp (-prepotential W x) * Real.exp (prepotential W x + max C₁ C₂) := by
          refine mul_le_mul_of_nonneg_left ?_ (Real.exp_pos _).le
          linarith [Real.add_one_le_exp |x|, Real.exp_le_exp.mpr (hgrow x)]
      _ = Real.exp (max C₁ C₂) := by
          rw [← Real.exp_add]
          congr 1
          ring
  calc Real.exp (-prepotential W x) ^ 2 * (1 + x ^ 2)
      ≤ Real.exp (-prepotential W x) ^ 2 * (1 + |x|) ^ 2 := by
        refine mul_le_mul_of_nonneg_left ?_ (by positivity)
        nlinarith [sq_abs x, abs_nonneg x]
    _ = (Real.exp (-prepotential W x) * (1 + |x|)) ^ 2 := by ring
    _ ≤ Real.exp (max C₁ C₂) ^ 2 := pow_le_pow_left₀ (by positivity) h4 2
```

Allowing either sector removes the condition on the sign and leaves a criterion in the degree alone.

```lean
/-- A polynomial superpotential has a nonzero square-integrable zero mode in at least one
of the two partner sectors exactly when its degree is odd. -/
theorem exists_zero_mode_iff_odd (W : ℝ[X]) :
    (∃ ψ : ℝ → ℂ, ψ ≠ 0 ∧ (InKernel W ψ ∨ InKernel (-W) ψ)) ↔ Odd W.natDegree := by
  constructor
  · rintro ⟨ψ, hne, h⟩
    by_contra hodd
    exact hne (no_zero_mode_of_even (Nat.not_odd_iff_even.mp hodd) h)
  · intro hW
    have hne : ∀ V : ℝ[X], (fun x => ((Real.exp (-prepotential V x) : ℝ) : ℂ)) ≠ 0 :=
      fun V h => Real.exp_ne_zero _ (Complex.ofReal_eq_zero.mp (congrFun h 0))
    have hl : W.leadingCoeff ≠ 0 := by
      intro h
      rw [leadingCoeff_eq_zero.mp h, natDegree_zero] at hW
      exact absurd hW (by decide)
    rcases lt_or_gt_of_ne hl with h | h
    · exact ⟨_, hne (-W), Or.inr (zero_mode_of_odd (by rwa [natDegree_neg])
        (by rw [leadingCoeff_neg]; linarith))⟩
    · exact ⟨_, hne W, Or.inl (zero_mode_of_odd hW h)⟩
```

## The quadratic superpotential in numbers

Take $W=x^2-1/4$, so $F(x)=x^3/3-x/4$. Near $x=1/2$ the candidate $e^{-F}$ looks like a bound state, with a local maximum $e^{1/12}\approx 1.09$, and at $x=3$ it has fallen to $e^{-8.25}\approx 2.6\times10^{-4}$. At $x=-3$, however, it is $e^{8.25}\approx 3.8\times10^{3}$. The partner candidate $e^{F}$ is its mirror image and grows on the right.

The last theorem covers $gx^2-c$ for all real $g$ and $c$. The case $g=0$ is treated separately because the degree then drops to $0$, which is still even.

```lean
/-- The quadratic superpotential `g x² - c` has no nonzero square-integrable zero mode in
either sector, for any real `g` and `c`. -/
theorem quadratic_no_zero_mode (g c : ℝ) {ψ : ℝ → ℂ}
    (h : InKernel (C g * X ^ 2 - C c) ψ ∨ InKernel (-(C g * X ^ 2 - C c)) ψ) : ψ = 0 := by
  refine no_zero_mode_of_even ?_ h
  rw [natDegree_sub_C]
  by_cases hg : g = 0
  · simp [hg]
  · rw [natDegree_C_mul_X_pow 2 g hg]
    exact even_two

end BrokenSupersymmetry
```

```lean
#print axioms BrokenSupersymmetry.exists_zero_mode_iff_odd
#print axioms BrokenSupersymmetry.quadratic_no_zero_mode
```

```
'BrokenSupersymmetry.exists_zero_mode_iff_odd' depends on axioms: [propext, Classical.choice, Quot.sound]
'BrokenSupersymmetry.quadratic_no_zero_mode' depends on axioms: [propext, Classical.choice, Quot.sound]
```
